# In a Landau model with a, b > 0, the finite-field susceptibility m/h is below 1/a by at most bh²/a⁴

## A nearly magnetic metal that looks harmless

If I divide the magnetisation by the applied field without knowing the field error, a metal close to ferromagnetism can pass for an ordinary paramagnet. I tried this on the equation of state $am+bm^3=h$, with magnetisation $m$, field $h$, and dimensionless coefficients $a=0.01$, $b=1$. At $h=0.01$ the solution is $m=0.2$, so $m/h=20$, while the linear response should be $1/a=100$. Is the finite-field value always too small, and how small must the field be before I can trust it?

## The cubic term removes part of the response

Yes, for $a,b>0$ and any $h\neq0$ it is always too small. The relative error is at most $bh^2/a^3$, so you need $h^2\ll a^3/b$. Your field has $bh^2/a^3=100$, which guarantees nothing; $h=10^{-4}$ guarantees one per cent.

**One solution.** The equation of state is the stationarity condition of the Landau energy $\frac a2m^2+\frac b4m^4-hm$. Write $H(m)=am+bm^3$. For $x<y$,
$$H(y)-H(x)=(y-x)\left[a+b(x^2+xy+y^2)\right]>0,$$
so there is at most one solution. With $R=1+|h|/b\ge1$ we have $H(R)\ge bR^3\ge bR\ge|h|$, and $H(-R)=-H(R)\le-|h|$. By continuity $H$ takes the value $h$ in between. This also works at $a=0$.

**The true susceptibility.** Let $M(h)$ be the solution at field $h$. Both terms of $H$ have the sign of $m$, so $a|M(h)|\le|h|$. Hence $M(0)=0$ and $M$ is continuous there. Since $M$ inverts $H$ and $H'(0)=a\neq0$, it follows that $M'(0)=1/a$.

**The error.** Put $\chi=m/h$. Substituting $m=\chi h$ and dividing by $h$ gives
$$a\chi+bh^2\chi^3=1.$$
The left side is $\chi(a+bh^2\chi^2)$ with a non-negative bracket, so $\chi>0$. Dividing by $a$,
$$\frac1a-\chi=\frac{bh^2\chi^3}{a}>0.$$
Thus $\chi<1/a$, and inserting this on the right gives $1/a-\chi\le bh^2/a^4$.

**The coefficient is sharp.** With $u=1/a$, the identity $\chi^3-3u^2\chi+2u^3=(\chi-u)^2(\chi+2u)\ge0$ says that the cube lies above its tangent: $\chi^3\ge u^3-3u^2(u-\chi)$. Inserting this in the error, and then the upper bound for $u-\chi$, gives
$$\frac1a-\chi\ \ge\ \frac{bh^2}{a^4}-\frac{3b^2h^4}{a^7}.$$

**Two fields are better than one.** Let $q=bh^2/a^4$ and $d=b^2h^4/a^7$. The error $E_1$ at $h$ lies in $[q-3d,\,q]$, and the error $E_2$ at $2h$ in $[4q-48d,\,4q]$. The combination $(4\chi(h)-\chi(2h))/3$ differs from $1/a$ by $(E_2-4E_1)/3$. Here $q$ cancels, leaving a value in $[-16d,\,4d]$. For your $a$ and $b$ at $h=10^{-4}$, the guaranteed relative error falls from 1% to 0.16%.

**At the instability.** The Stoner instability is $a=0$, where $1/a$ diverges. The equation for $\chi$ then reads $bh^2\chi^3=1$, so the finite-field value is still finite, $\chi=(bh^2)^{-1/3}$. For $a>0$ the product $bh^2\chi^3$ is below 1.

## The same statements over the real numbers

In the Lean file, `holdingField a b m` is $H(m)$, the equation of state is `holdingField a b m = h`, and `chi h m` is $m/h$. All quantities are real numbers in consistent units.

`finite_field_susceptibility` gives an `m` such that any real `x` solves the equation if and only if `x = m`, together with the two-sided error bound. `error_bounds` adds the lower bound $bh^2/a^4-3b^2h^4/a^7$, which improves on zero when $3bh^2<a^3$. In `zero_field_susceptibility`, `M` is any function that solves the equation at every field; its continuity is derived and not assumed.

The hypothesis `0 < a` describes a paramagnet with a finite linear response. The hypothesis `0 < b` describes a quartic energy that resists large moments; for $b<0$ the error on the branch near $m=0$ has the opposite sign. Both coefficients are given, not computed from a band structure. For finite-field calculations in electronic structure, the bounds apply as far as the energy follows this quartic form in the single variable $m$ and $m$ is converged; higher powers of $m$, spatial variation and noise in $m$ are left out.

```lean
import Mathlib

open Filter Topology

namespace FiniteFieldSusceptibility

noncomputable section

/-- Landau energy of a magnetisation `m` in a field `h`, with quadratic coefficient `a`
and quartic coefficient `b`. -/
def landauEnergy (a b h m : ℝ) : ℝ := a / 2 * m ^ 2 + b / 4 * m ^ 4 - h * m

/-- The field `a m + b m³` for which the Landau energy is stationary at the magnetisation `m`. -/
def holdingField (a b m : ℝ) : ℝ := a * m + b * m ^ 3

/-- Finite-field susceptibility: magnetisation divided by the applied field, for `h ≠ 0`. -/
def chi (h m : ℝ) : ℝ := m / h

/-- The slope of the Landau energy in `m` is the holding field minus the applied field. -/
theorem hasDerivAt_landauEnergy (a b h m : ℝ) :
    HasDerivAt (landauEnergy a b h) (holdingField a b m - h) m := by
  refine ((((hasDerivAt_pow 2 m).const_mul (a / 2)).fun_add
    ((hasDerivAt_pow 4 m).const_mul (b / 4))).fun_sub
    ((hasDerivAt_id' m).const_mul h)).congr_deriv ?_
  show a / 2 * (((2 : ℕ) : ℝ) * m ^ 1) + b / 4 * (((4 : ℕ) : ℝ) * m ^ 3) - h * 1
    = a * m + b * m ^ 3 - h
  push_cast
  ring

/-- For `a ≥ 0` and `b > 0`, every field `h` belongs to exactly one magnetisation. -/
theorem existsUnique_magnetisation {a b : ℝ} (ha : 0 ≤ a) (hb : 0 < b) (h : ℝ) :
    ∃! m, holdingField a b m = h := by
  -- the holding field increases strictly with the magnetisation
  have mono : StrictMono (holdingField a b) := by
    intro x y hxy
    have d : 0 < y - x := sub_pos.2 hxy
    have q : 0 < x ^ 2 + x * y + y ^ 2 := by
      nlinarith [sq_nonneg (x + y), pow_pos d 2]
    have h1 : 0 ≤ a * (y - x) := mul_nonneg ha d.le
    have h2 : 0 < b * ((y - x) * (x ^ 2 + x * y + y ^ 2)) := mul_pos hb (mul_pos d q)
    unfold holdingField
    nlinarith
  -- at magnetisation `±R` the holding field exceeds `h` in size
  obtain ⟨R, hR⟩ : ∃ R, R = 1 + |h| / b := ⟨_, rfl⟩
  have R1 : 1 ≤ R := by
    rw [hR]
    have : 0 ≤ |h| / b := by positivity
    linarith
  have bR : b * R = b + |h| := by
    rw [hR]
    field_simp
  have R3 : R ≤ R ^ 3 := by nlinarith [mul_nonneg (sub_nonneg.2 R1) (by positivity : 0 ≤ R * (R + 1))]
  have big : |h| ≤ holdingField a b R := by
    have h1 : b * R ≤ b * R ^ 3 := mul_le_mul_of_nonneg_left R3 hb.le
    have h2 : 0 ≤ a * R := mul_nonneg ha (by linarith)
    unfold holdingField
    linarith
  have odd : holdingField a b (-R) = -holdingField a b R := by
    unfold holdingField
    ring
  have cont : Continuous (holdingField a b) := by
    unfold holdingField
    fun_prop
  have mem : h ∈ Set.Icc (holdingField a b (-R)) (holdingField a b R) := by
    rw [odd]
    exact ⟨by linarith [neg_abs_le h], by linarith [le_abs_self h]⟩
  obtain ⟨m, -, hm⟩ := intermediate_value_Icc (by linarith : -R ≤ R) cont.continuousOn mem
  exact ⟨m, hm, fun y hy => mono.injective (hy.trans hm.symm)⟩

/-- For `a, b > 0`, a magnetisation curve `M` that solves the equation of state at every
field has the slope `1/a` at zero field. -/
theorem zero_field_susceptibility {a b : ℝ} (ha : 0 < a) (hb : 0 < b) {M : ℝ → ℝ}
    (hM : ∀ h, holdingField a b (M h) = h) : HasDerivAt M (1 / a) 0 := by
  -- the magnetisation never exceeds the linear response in size
  have bound : ∀ h, ‖M h‖ ≤ |h| / a := by
    intro h
    have e : a * M h + b * M h ^ 3 = h := hM h
    have s : (a * M h) ^ 2 ≤ h ^ 2 := by
      calc (a * M h) ^ 2 ≤ (a * M h + b * M h ^ 3) ^ 2 := by
            have : 0 ≤ 2 * a * b * M h ^ 4 + b ^ 2 * M h ^ 6 := by positivity
            nlinarith
        _ = h ^ 2 := by rw [e]
    have t := sq_le_sq.mp s
    rw [abs_mul, abs_of_pos ha] at t
    rw [Real.norm_eq_abs, le_div_iff₀ ha]
    linarith
  have h0 : M 0 = 0 := by
    have t := bound 0
    rw [abs_zero, zero_div] at t
    exact norm_le_zero_iff.mp t
  have cont : ContinuousAt M 0 := by
    have t := (continuous_abs.div_const a).tendsto (0 : ℝ)
    rw [abs_zero, zero_div] at t
    rw [ContinuousAt, h0]
    exact squeeze_zero_norm bound t
  have slope : HasDerivAt (holdingField a b) a (M 0) := by
    rw [h0]
    refine (((hasDerivAt_id' (0 : ℝ)).const_mul a).fun_add
      ((hasDerivAt_pow 3 (0 : ℝ)).const_mul b)).congr_deriv ?_
    simp
  rw [one_div]
  exact HasDerivAt.of_local_left_inverse cont slope ha.ne' (Eventually.of_forall hM)

/-- In a nonzero field the equation of state reads `a χ + b h² χ³ = 1`. -/
theorem chi_equation {a b h m : ℝ} (hh : h ≠ 0) (hm : holdingField a b m = h) :
    a * chi h m + b * h ^ 2 * chi h m ^ 3 = 1 := by
  unfold holdingField at hm
  unfold chi
  have hx : m / h * h = m := div_mul_cancel₀ m hh
  generalize m / h = x at hx ⊢
  subst hx
  apply mul_right_cancel₀ hh
  linear_combination hm

/-- For `a, b ≥ 0` the finite-field susceptibility in a nonzero field is positive. -/
theorem chi_pos {a b h m : ℝ} (ha : 0 ≤ a) (hb : 0 ≤ b) (hh : h ≠ 0)
    (hm : holdingField a b m = h) : 0 < chi h m := by
  have e := chi_equation hh hm
  by_contra hx
  have p : 0 ≤ a + b * h ^ 2 * chi h m ^ 2 := by positivity
  nlinarith [mul_nonneg (neg_nonneg.2 (not_lt.1 hx)) p]

/-- For `a, b > 0` and `h ≠ 0`, the error `1/a - χ` lies between
`b h²/a⁴ - 3 b² h⁴/a⁷` and `b h²/a⁴`, and it is positive. -/
theorem error_bounds {a b h m : ℝ} (ha : 0 < a) (hb : 0 < b) (hh : h ≠ 0)
    (hm : holdingField a b m = h) :
    0 < 1 / a - chi h m ∧ 1 / a - chi h m ≤ b * h ^ 2 / a ^ 4 ∧
      b * h ^ 2 / a ^ 4 - 3 * (b ^ 2 * h ^ 4 / a ^ 7) ≤ 1 / a - chi h m := by
  have e := chi_equation hh hm
  have hx := chi_pos ha.le hb.le hh hm
  have hk : 0 < b * h ^ 2 := by positivity
  have hu : 0 < 1 / a := by positivity
  have ua : 1 / a * a = 1 := div_mul_cancel₀ 1 ha.ne'
  have c1 : b * h ^ 2 / a ^ 4 = b * h ^ 2 * (1 / a) ^ 4 := by ring
  have c2 : b ^ 2 * h ^ 4 / a ^ 7 = (b * h ^ 2) ^ 2 * (1 / a) ^ 7 := by ring
  rw [c1, c2]
  generalize chi h m = x at e hx ⊢
  generalize b * h ^ 2 = k at e hk ⊢
  generalize 1 / a = u at hu ua ⊢
  -- the error is exactly the cubic term divided by `a`
  have err : u - x = u * k * x ^ 3 := by linear_combination x * ua - u * e
  have pos : 0 < u - x := by
    rw [err]
    positivity
  have cube : x ^ 3 ≤ u ^ 3 := pow_le_pow_left₀ hx.le (by linarith) 3
  have upper : u - x ≤ k * u ^ 4 := by
    have t := mul_le_mul_of_nonneg_left cube (mul_pos hu hk).le
    linarith [show u * k * u ^ 3 = k * u ^ 4 by ring]
  refine ⟨pos, upper, ?_⟩
  -- the cube lies above its tangent at `u`
  have tangent : 0 ≤ (x - u) ^ 2 * (x + 2 * u) := by positivity
  have t1 := mul_nonneg (mul_pos hu hk).le tangent
  have t2 := mul_nonneg (by positivity : 0 ≤ 3 * k * u ^ 3) (sub_nonneg.2 upper)
  linear_combination t1 + t2 - err

/-- For `a, b > 0` and `h ≠ 0`, the equation `a m + b m³ = h` has exactly one real solution,
and its susceptibility `m/h` falls short of `1/a` by at most `b h²/a⁴`. -/
theorem finite_field_susceptibility {a b h : ℝ} (ha : 0 < a) (hb : 0 < b) (hh : h ≠ 0) :
    ∃ m, (∀ x, a * x + b * x ^ 3 = h ↔ x = m) ∧
      0 < 1 / a - m / h ∧ 1 / a - m / h ≤ b * h ^ 2 / a ^ 4 := by
  obtain ⟨m, hm, uniq⟩ := existsUnique_magnetisation ha.le hb h
  have bounds := error_bounds ha hb hh hm
  refine ⟨m, fun x => ⟨fun hx => uniq x hx, fun hx => ?_⟩, bounds.1, bounds.2.1⟩
  rw [hx]
  exact hm

/-- For `a, b > 0` and `h ≠ 0`, Richardson extrapolation from the fields `h` and `2h` gives
`1/a` with an error of at most `16 b² h⁴/a⁷`. -/
theorem richardson_error {a b h m₁ m₂ : ℝ} (ha : 0 < a) (hb : 0 < b) (hh : h ≠ 0)
    (h₁ : holdingField a b m₁ = h) (h₂ : holdingField a b m₂ = 2 * h) :
    |(4 * chi h m₁ - chi (2 * h) m₂) / 3 - 1 / a| ≤ 16 * (b ^ 2 * h ^ 4 / a ^ 7) := by
  obtain ⟨-, u₁, l₁⟩ := error_bounds ha hb hh h₁
  obtain ⟨-, u₂, l₂⟩ := error_bounds ha hb (mul_ne_zero two_ne_zero hh) h₂
  have c1 : b * (2 * h) ^ 2 / a ^ 4 = 4 * (b * h ^ 2 / a ^ 4) := by ring
  have c2 : b ^ 2 * (2 * h) ^ 4 / a ^ 7 = 16 * (b ^ 2 * h ^ 4 / a ^ 7) := by ring
  rw [c1] at u₂ l₂
  rw [c2] at l₂
  have d : 0 ≤ b ^ 2 * h ^ 4 / a ^ 7 := by positivity
  -- the quadratic errors cancel
  rw [abs_le]
  constructor <;> linarith

/-- For `a, b ≥ 0` and `h ≠ 0`, the finite-field susceptibility obeys `b h² χ³ ≤ 1`, with
equality exactly at the Stoner instability `a = 0`. -/
theorem chi_at_instability {a b h m : ℝ} (ha : 0 ≤ a) (hb : 0 ≤ b) (hh : h ≠ 0)
    (hm : holdingField a b m = h) :
    b * h ^ 2 * chi h m ^ 3 ≤ 1 ∧ (b * h ^ 2 * chi h m ^ 3 = 1 ↔ a = 0) := by
  have e := chi_equation hh hm
  have hx := chi_pos ha hb hh hm
  refine ⟨by linarith [mul_nonneg ha hx.le], fun h1 => ?_, fun h0 => ?_⟩
  · have z : a * chi h m = 0 := by linarith
    exact (mul_eq_zero.mp z).resolve_right hx.ne'
  · rw [h0, zero_mul, zero_add] at e
    exact e

end

end FiniteFieldSusceptibility
```

```lean
#print axioms FiniteFieldSusceptibility.zero_field_susceptibility
-- 'FiniteFieldSusceptibility.zero_field_susceptibility' depends on axioms: [propext, Classical.choice, Quot.sound]
#print axioms FiniteFieldSusceptibility.finite_field_susceptibility
-- 'FiniteFieldSusceptibility.finite_field_susceptibility' depends on axioms: [propext, Classical.choice, Quot.sound]
#print axioms FiniteFieldSusceptibility.richardson_error
-- 'FiniteFieldSusceptibility.richardson_error' depends on axioms: [propext, Classical.choice, Quot.sound]
#print axioms FiniteFieldSusceptibility.chi_at_instability
-- 'FiniteFieldSusceptibility.chi_at_instability' depends on axioms: [propext, Classical.choice, Quot.sound]
```

## From the algebra to the Lean proofs

`hasDerivAt_landauEnergy` links the energy to the equation of state. `existsUnique_magnetisation` proves `mono` from the factorised difference above and applies `intermediate_value_Icc` between $-R$ and $R$.

In `zero_field_susceptibility`, `bound` obtains $a|M(h)|\le|h|$ by comparing squares, a squeeze gives continuity at zero, and `HasDerivAt.of_local_left_inverse` supplies the slope of the inverse.

`chi_equation` and `chi_pos` are the division by $h$ and the sign argument. `error_bounds` then renames $\chi$, $bh^2$ and $1/a$ to `x`, `k` and `u`, which turns the problem into polynomial algebra. There `err` is the exact error formula, `cube` gives the upper bound, and `tangent` gives the lower one. The last `linear_combination` adds the tangent inequality, multiplied by $uk$, to the upper bound, multiplied by $3ku^3$.

`finite_field_susceptibility` joins existence and uniqueness to these bounds. `richardson_error` applies `error_bounds` at $h$ and $2h$, after which `linarith` does the interval arithmetic in $q$ and $d$. `chi_at_instability` reads off from `chi_equation` that $bh^2\chi^3=1$ exactly when $a\chi=0$, which means $a=0$ because $\chi>0$.
